# An exact decaying solution of the Usadel equation in a diffusive normal metal

In a normal metal with diffusion constant $D>0$ that touches a superconductor at $x=0$, the Usadel equation $D\theta''=2w\sin\theta$ at positive Matsubara energy $w$, in units with $\hbar=1$, is solved by the pairing angle $\theta(x)=4\arctan\big(\tan(t_0/4)\,e^{-x/\xi}\big)$ with $\xi=\sqrt{D/(2w)}$, which takes the value $t_0$ at the interface whenever $|t_0|<2\pi$. Conversely, every solution on $x>0$ whose angle and slope vanish at infinity obeys the first-order equation $\theta'=-(2/\xi)\sin(\theta/2)$.

```lean
import Mathlib

open Real Filter Topology Set

namespace UsadelProximity

noncomputable section

/-- The decay length `ξ = √(D / (2w))` for diffusion constant `D > 0` and energy `w > 0`. -/
def decayLength (D w : ℝ) : ℝ := √(D / (2 * w))

/-- The pairing-angle profile `4 arctan (tan (t0/4) exp (-x/ξ))`, for `ξ ≠ 0` and
`cos (t0/4) ≠ 0`. -/
def profile (ξ t0 x : ℝ) : ℝ := 4 * Real.arctan (Real.tan (t0 / 4) * Real.exp (-x / ξ))

/-- The Usadel equation `D θ'' = 2w sin θ` at the point `x`, where `q` is the slope of `θ`. -/
def UsadelAt (D w : ℝ) (θ q : ℝ → ℝ) (x : ℝ) : Prop :=
  HasDerivAt θ (q x) x ∧ ∃ κ, HasDerivAt q κ x ∧ D * κ = 2 * w * Real.sin (θ x)

/-- The mismatch `q + (2/ξ) sin (θ/2)` in the first-order equation, for `ξ ≠ 0`. -/
def mismatch (ξ : ℝ) (θ q : ℝ → ℝ) (x : ℝ) : ℝ := q x + 2 / ξ * Real.sin (θ x / 2)

/-- For positive `D` and `w` the decay length is positive and satisfies `D = 2w ξ²`. -/
theorem decayLength_spec {D w : ℝ} (hD : 0 < D) (hw : 0 < w) :
    0 < decayLength D w ∧ D = 2 * w * decayLength D w ^ 2 := by
  unfold decayLength
  refine ⟨by positivity, ?_⟩
  rw [Real.sq_sqrt (by positivity)]
  field_simp

/-- The profile obeys the first-order equation `θ' = -(2/ξ) sin (θ/2)`. -/
theorem profile_hasDerivAt (ξ t0 x : ℝ) :
    HasDerivAt (profile ξ t0) (-(2 / ξ) * Real.sin (profile ξ t0 x / 2)) x := by
  have h1 : HasDerivAt (fun y : ℝ => -y / ξ) (-1 / ξ) x := (hasDerivAt_neg x).div_const ξ
  have h2 := ((h1.exp.const_mul (Real.tan (t0 / 4))).arctan).const_mul 4
  -- the double-angle formula sin (2 arctan u) = 2u / (1 + u²)
  have hs : ∀ u : ℝ, Real.sin (2 * Real.arctan u) = 2 * u / (1 + u ^ 2) := by
    intro u
    rw [Real.sin_two_mul, Real.sin_arctan, Real.cos_arctan]
    calc 2 * (u / √(1 + u ^ 2)) * (1 / √(1 + u ^ 2))
        = 2 * u / (√(1 + u ^ 2) * √(1 + u ^ 2)) := by ring
      _ = 2 * u / (1 + u ^ 2) := by rw [Real.mul_self_sqrt (by positivity)]
  have hp : profile ξ t0 x / 2
      = 2 * Real.arctan (Real.tan (t0 / 4) * Real.exp (-x / ξ)) := by
    unfold profile
    ring
  refine HasDerivAt.congr_deriv h2 ?_
  rw [hp, hs]
  ring

/-- If `D = 2w ξ²` with `ξ > 0`, an angle that obeys `θ' = -(2/ξ) sin (θ/2)` everywhere solves
the Usadel equation. -/
theorem usadel_of_first_order {D w ξ : ℝ} (hξ : 0 < ξ) (hD : D = 2 * w * ξ ^ 2) {θ : ℝ → ℝ}
    (h : ∀ x, HasDerivAt θ (-(2 / ξ) * Real.sin (θ x / 2)) x) (x : ℝ) :
    UsadelAt D w θ (fun y => -(2 / ξ) * Real.sin (θ y / 2)) x := by
  have h2 : HasDerivAt (fun y => -(2 / ξ) * Real.sin (θ y / 2))
      (-(2 / ξ) * (Real.cos (θ x / 2) * (-(2 / ξ) * Real.sin (θ x / 2) / 2))) x :=
    (((h x).div_const 2).sin).const_mul _
  refine ⟨h x, _, h2, ?_⟩
  have hs : Real.sin (θ x) = 2 * Real.sin (θ x / 2) * Real.cos (θ x / 2) := by
    rw [← Real.sin_two_mul]
    congr 1
    ring
  have e : ξ * (2 / ξ) = 2 := by field_simp
  rw [hs, hD]
  generalize 2 / ξ = r at e ⊢
  linear_combination w * Real.cos (θ x / 2) * Real.sin (θ x / 2) * (ξ * r + 2) * e

/-- For `ξ > 0`, the profile times `exp (x/ξ)` tends to `4 tan (t0/4)` at infinity. -/
theorem profile_tail {ξ : ℝ} (hξ : 0 < ξ) (t0 : ℝ) :
    Tendsto (fun x => profile ξ t0 x * Real.exp (x / ξ)) atTop (𝓝 (4 * Real.tan (t0 / 4))) := by
  -- the limit is the slope of s ↦ 4 arctan (a s) at s = 0, taken along s = exp (-x/ξ)
  have hd : HasDerivAt (fun s : ℝ => 4 * Real.arctan (Real.tan (t0 / 4) * s))
      (4 * Real.tan (t0 / 4)) 0 :=
    ((((hasDerivAt_id' (0 : ℝ)).const_mul (Real.tan (t0 / 4))).arctan).const_mul 4).congr_deriv
      (by simp)
  have h0 : Tendsto (fun x : ℝ => Real.exp (-x / ξ)) atTop (𝓝 0) :=
    Real.tendsto_exp_atBot.comp (tendsto_neg_atTop_atBot.atBot_div_const hξ)
  have h1 : Tendsto (fun x : ℝ => Real.exp (-x / ξ)) atTop (𝓝[≠] 0) :=
    tendsto_nhdsWithin_iff.mpr ⟨h0, Eventually.of_forall fun x => (Real.exp_pos _).ne'⟩
  refine ((hasDerivAt_iff_tendsto_slope.mp hd).comp h1).congr fun x => ?_
  have he : Real.exp (x / ξ) = (Real.exp (-x / ξ))⁻¹ := by
    rw [← Real.exp_neg]
    congr 1
    ring
  rw [Function.comp_apply, slope_def_field, he]
  simp only [profile, mul_zero, Real.arctan_zero, sub_zero]
  exact div_eq_mul_inv _ _

/-- For `D, w > 0` and `|t0| < 2π`, the profile starts at `t0`, obeys the first-order equation
and the Usadel equation, and has the exponential tail `4 tan (t0/4) exp (-x/ξ)`. -/
theorem usadel_profile {D w t0 : ℝ} (hD : 0 < D) (hw : 0 < w) (ht : |t0| < 2 * π) :
    let ξ := decayLength D w
    let θ := profile ξ t0
    θ 0 = t0 ∧ (∀ x, HasDerivAt θ (-(2 / ξ) * Real.sin (θ x / 2)) x) ∧
      (∀ x, UsadelAt D w θ (fun y => -(2 / ξ) * Real.sin (θ y / 2)) x) ∧
      Tendsto (fun x => θ x * Real.exp (x / ξ)) atTop (𝓝 (4 * Real.tan (t0 / 4))) := by
  intro ξ θ
  obtain ⟨hξ, hDξ⟩ := decayLength_spec hD hw
  refine ⟨?_, profile_hasDerivAt ξ t0,
    usadel_of_first_order hξ hDξ (profile_hasDerivAt ξ t0), profile_tail hξ t0⟩
  obtain ⟨h1, h2⟩ := abs_lt.mp ht
  change profile ξ t0 0 = t0
  unfold profile
  rw [neg_zero, zero_div, Real.exp_zero, mul_one,
    Real.arctan_tan (by linarith) (by linarith)]
  ring

/-- A quantity with non-negative slope from `a` onwards does not fall below its value at `a`. -/
theorem le_of_slope_nonneg {f f' : ℝ → ℝ} {a b : ℝ} (hab : a ≤ b)
    (hd : ∀ x, a ≤ x → HasDerivAt f (f' x) x) (h0 : ∀ x, a ≤ x → 0 ≤ f' x) : f a ≤ f b := by
  refine monotoneOn_of_deriv_nonneg (convex_Ici a)
    (fun x hx => (hd x hx).continuousAt.continuousWithinAt)
    (fun x hx => (hd x (interior_subset hx)).differentiableAt.differentiableWithinAt)
    (fun x hx => ?_) self_mem_Ici hab hab
  rw [(hd x (interior_subset hx)).deriv]
  exact h0 x (interior_subset hx)

/-- If `D = 2w ξ²` with `w, ξ > 0`, the mismatch `g` of a Usadel solution obeys
`g' = cos (θ/2) g / ξ`. -/
theorem mismatch_hasDerivAt {D w ξ x : ℝ} (hw : 0 < w) (hξ : 0 < ξ) (hD : D = 2 * w * ξ ^ 2)
    {θ q : ℝ → ℝ} (hU : UsadelAt D w θ q x) :
    HasDerivAt (mismatch ξ θ q) (Real.cos (θ x / 2) / ξ * mismatch ξ θ q x) x := by
  obtain ⟨h1, κ, h2, h3⟩ := hU
  have hs : Real.sin (θ x) = 2 * Real.sin (θ x / 2) * Real.cos (θ x / 2) := by
    rw [← Real.sin_two_mul]
    congr 1
    ring
  have hκ : κ = 2 * Real.sin (θ x / 2) * Real.cos (θ x / 2) / ξ ^ 2 := by
    rw [eq_div_iff (by positivity)]
    apply mul_left_cancel₀ (show 2 * w ≠ 0 by positivity)
    rw [hD, hs] at h3
    linear_combination h3
  refine HasDerivAt.congr_deriv (h2.fun_add (((h1.div_const 2).sin).const_mul (2 / ξ))) ?_
  rw [hκ]
  unfold mismatch
  ring

/-- Let `D = 2w ξ²` with `w, ξ > 0`. A Usadel solution on `x > 0` whose angle and slope vanish
at infinity obeys `θ' = -(2/ξ) sin (θ/2)`. -/
theorem first_order_of_usadel {D w ξ : ℝ} (hw : 0 < w) (hξ : 0 < ξ) (hD : D = 2 * w * ξ ^ 2)
    {θ q : ℝ → ℝ} (hU : ∀ x, 0 < x → UsadelAt D w θ q x)
    (hθ : Tendsto θ atTop (𝓝 0)) (hq : Tendsto q atTop (𝓝 0)) {a : ℝ} (ha : 0 < a) :
    q a = -(2 / ξ) * Real.sin (θ a / 2) := by
  have hg := fun x hx => mismatch_hasDerivAt hw hξ hD (hU x hx)
  have hhalf : Tendsto (fun x => θ x / 2) atTop (𝓝 0) := by
    simpa using hθ.div_const 2
  have hcos : Tendsto (fun x => Real.cos (θ x / 2)) atTop (𝓝 (Real.cos 0)) :=
    (Real.continuous_cos.tendsto 0).comp hhalf
  have hsin : Tendsto (fun x => Real.sin (θ x / 2)) atTop (𝓝 (Real.sin 0)) :=
    (Real.continuous_sin.tendsto 0).comp hhalf
  rw [Real.cos_zero] at hcos
  rw [Real.sin_zero] at hsin
  have hlim : Tendsto (mismatch ξ θ q) atTop (𝓝 0) := by
    have h : Tendsto (fun x => q x + 2 / ξ * Real.sin (θ x / 2)) atTop (𝓝 0) := by
      simpa using hq.add (hsin.const_mul (2 / ξ))
    exact h
  have hev : ∀ᶠ x in atTop, 0 < Real.cos (θ x / 2) := hcos (Ioi_mem_nhds one_pos)
  obtain ⟨Y, hY⟩ := eventually_atTop.mp (hev.and (eventually_ge_atTop a))
  have haY : a ≤ Y := (hY Y le_rfl).2
  generalize hG : mismatch ξ θ q = g at hg hlim
  -- far out g² does not decrease, yet it tends to zero
  have hfar : g Y * g Y ≤ 0 := by
    have hl : Tendsto (fun x => g x * g x) atTop (𝓝 0) := by simpa using hlim.mul hlim
    refine ge_of_tendsto hl ((eventually_ge_atTop Y).mono fun z hz => ?_)
    have hd := fun x (hx : 0 < x) => (hg x hx).fun_mul (hg x hx)
    refine le_of_slope_nonneg (f := fun x => g x * g x) hz
      (fun x hx => hd x (ha.trans_le (haY.trans hx))) fun x hx => ?_
    have hc := (hY x hx).1
    have : 0 ≤ 2 * (Real.cos (θ x / 2) / ξ) * (g x * g x) :=
      mul_nonneg (by positivity) (mul_self_nonneg _)
    linarith
  -- g² exp (2x/ξ) never decreases, which carries the zero back to a
  have hback : g a * g a * Real.exp (2 / ξ * a) ≤ g Y * g Y * Real.exp (2 / ξ * Y) := by
    have hd : ∀ x, 0 < x → HasDerivAt (fun y => g y * g y * Real.exp (2 / ξ * y))
        (2 / ξ * (1 + Real.cos (θ x / 2)) * (g x * g x) * Real.exp (2 / ξ * x)) x :=
      fun x hx => (((hg x hx).fun_mul (hg x hx)).fun_mul
        ((hasDerivAt_id' x).const_mul (2 / ξ)).exp).congr_deriv (by ring)
    refine le_of_slope_nonneg (f := fun y => g y * g y * Real.exp (2 / ξ * y)) haY
      (fun x hx => hd x (ha.trans_le hx)) fun x _ => ?_
    have hc : 0 ≤ 1 + Real.cos (θ x / 2) := by linarith [Real.neg_one_le_cos (θ x / 2)]
    exact mul_nonneg (mul_nonneg (mul_nonneg (by positivity) hc) (mul_self_nonneg _))
      (Real.exp_pos _).le
  have hz : g a * g a * Real.exp (2 / ξ * a) ≤ 0 :=
    hback.trans (mul_nonpos_of_nonpos_of_nonneg hfar (Real.exp_pos _).le)
  have hga : g a = 0 :=
    mul_self_eq_zero.mp (le_antisymm (nonpos_of_mul_nonpos_left hz (Real.exp_pos _))
      (mul_self_nonneg _))
  rw [← hG] at hga
  unfold mismatch at hga
  linarith

end

end UsadelProximity
```

```lean
#print axioms UsadelProximity.usadel_profile
-- 'UsadelProximity.usadel_profile' depends on axioms: [propext, Classical.choice, Quot.sound]
#print axioms UsadelProximity.first_order_of_usadel
-- 'UsadelProximity.first_order_of_usadel' depends on axioms: [propext, Classical.choice, Quot.sound]
```

## The profile and its converse in words

The theorem `usadel_profile` takes real numbers $D,w>0$ and $|t_0|<2\pi$, and sets $\xi$ to `decayLength D w` and $\theta$ to `profile ξ t0`. It then states four things:

- $\theta(0)=t_0$;
- $\theta'(x)=-(2/\xi)\sin(\theta(x)/2)$ at every real $x$;
- the Usadel equation holds at every real $x$;
- $\theta(x)\,e^{x/\xi}\to 4\tan(t_0/4)$ as $x\to\infty$.

The equations hold on the whole line, although only $x\ge 0$ lies in the metal.

The Usadel equation is expressed by `UsadelAt D w θ q x`. Here `q` is a function that gives the slope of `θ`; it is not a wave vector. The definition requires that $\theta$ has derivative $q(x)$ at $x$, and that $q$ has there a derivative $\kappa$ with $D\kappa=2w\sin\theta(x)$. Differentiability is thus part of what it means to be a solution. For the explicit profile, the slope function supplied is the right-hand side of the first-order equation.

The converse is `first_order_of_usadel`. It assumes $w,\xi>0$ and $D=2w\xi^2$, a relation that `decayLength_spec` establishes for the decay length. It also assumes that `UsadelAt` holds at every $x>0$ and that both $\theta$ and $q$ tend to zero at infinity. The conclusion is $q(a)=-(2/\xi)\sin(\theta(a)/2)$ at every $a>0$. No interface value enters.

## Pair correlations leaking into the metal

A superconductor induces pair correlations in a normal metal in contact with it. In a diffusive metal at a positive Matsubara energy $w$, usually written $\omega_n$, a single real angle describes them: $\cos\theta$ is the normal and $\sin\theta$ the anomalous part of the quasiclassical Green's function. The unperturbed metal has $\theta=0$. Diffusion spreads the correlations, while the term $2w\sin\theta$ drives the angle back to zero. The balance sets the length $\xi$, which grows as the energy falls.

The equation uses units with $\hbar=1$. It describes one spatial dimension, with no pairing potential, magnetic field, spin-flip scattering or phase gradient in the metal. Real energies, for which the angle becomes complex, would need a different setting.

The two conditions at infinity stand for a metal much longer than $\xi$, whose far interior carries no pair correlations and no gradient of them. The interface value $t_0$ is given. In a junction it follows from matching to the superconductor through a boundary condition, which is not treated here. At positive Matsubara energy the normal part $\cos\theta$ is positive, so physical interface values can be taken with $|t_0|<\pi/2$; the range $|t_0|<2\pi$ in the theorem is a mathematical extension.

For a numerical Usadel solver, the profile supplies a reference curve for a long wire at a fixed positive Matsubara energy, within the one-dimensional model above.

## From the arctangent to the Usadel equation

Write $u(x)=\tan(t_0/4)\,e^{-x/\xi}$, so that $u'=-u/\xi$ and $\theta=4\arctan u$. Then

$$\theta'=\frac{4u'}{1+u^2}=-\frac{2}{\xi}\,\frac{2u}{1+u^2}.$$

The double-angle formula gives

$$\sin\frac{\theta}{2}=\sin(2\arctan u)=2\,\frac{u}{\sqrt{1+u^2}}\,\frac{1}{\sqrt{1+u^2}}=\frac{2u}{1+u^2},$$

and therefore $\theta'=-(2/\xi)\sin(\theta/2)$. The lemma `profile_hasDerivAt` follows these lines: the chain rule produces the derivative `h2`, and `hs` is the double-angle formula.

A second differentiation gives

$$\theta''=-\frac{2}{\xi}\cos\frac{\theta}{2}\cdot\frac{\theta'}{2}
=\frac{2}{\xi^2}\sin\frac{\theta}{2}\cos\frac{\theta}{2}=\frac{\sin\theta}{\xi^2}.$$

Multiplication by $D=2w\xi^2$ yields $D\theta''=2w\sin\theta$. This is `usadel_of_first_order`, which applies to any angle that obeys the first-order equation everywhere. Its closing `linear_combination` uses $\xi\cdot(2/\xi)=2$ to cancel the lengths.

At the interface, $\theta(0)=4\arctan(\tan(t_0/4))$. This equals $t_0$ because $|t_0|<2\pi$ places $t_0/4$ strictly between $-\pi/2$ and $\pi/2$.

For the tail, put $s=e^{-x/\xi}$ and $a=\tan(t_0/4)$. Then

$$\theta(x)\,e^{x/\xi}=\frac{4\arctan(as)}{s}\longrightarrow 4a\qquad(s\to0),$$

since the quotient is a difference quotient of $4\arctan(as)$ at $s=0$. In `profile_tail`, `hd` is the derivative at zero and `h1` says that $s$ approaches zero without reaching it. Composing the two gives the limit.

## Why a decaying solution obeys the first-order equation

The usual route multiplies $\xi^2\theta''=\sin\theta$ by $\theta'$ and integrates. With the conditions at infinity this gives $\xi^2\theta'^2=4\sin^2(\theta/2)$, which leaves a sign to be settled at each point. The Lean proof follows instead the quantity that should vanish,

$$g=\theta'+\frac{2}{\xi}\sin\frac{\theta}{2},$$

called `mismatch` in the code; this $g$ is not a Green's function. For a Usadel solution,

$$g'=\theta''+\frac1\xi\cos\frac\theta2\,\theta'
=\frac{2}{\xi^2}\sin\frac\theta2\cos\frac\theta2+\frac1\xi\cos\frac\theta2\,\theta'
=\frac{\cos(\theta/2)}{\xi}\,g,$$

which is `mismatch_hasDerivAt`. Both terms of $g$ vanish at infinity, so $g\to0$.

Fix $a>0$. Since $\theta\to0$, there is a point $Y\ge a$ beyond which $\cos(\theta/2)>0$. There

$$(g^2)'=\frac{2\cos(\theta/2)}{\xi}\,g^2\ge0,$$

so $g^2$ does not decrease. It also tends to zero, hence $g(Y)^2\le0$ and $g(Y)=0$. This is the step `hfar`.

Between $a$ and $Y$ the cosine may be negative, so the sign argument for $g^2$ alone does not apply there. An exponential weight repairs this:

$$\left(g^2e^{2x/\xi}\right)'=\frac{2}{\xi}\left(1+\cos\frac\theta2\right)g^2e^{2x/\xi}\ge0.$$

Therefore $g(a)^2e^{2a/\xi}\le g(Y)^2e^{2Y/\xi}=0$, and $g(a)=0$. This is `hback`, followed by `hz` and `hga`. Both monotonicity arguments call `le_of_slope_nonneg`, which says that a function with non-negative slope from some point onwards does not fall below its value there.

A short calculation leads from here back to the arctangent. The first-order equation gives $(\tan(\theta/4))'=-\tan(\theta/4)/\xi$ as long as $|\theta|<2\pi$, so $\tan(\theta/4)$ is a pure exponential whose prefactor is fixed by the interface value. This last integration is ordinary calculus and has not been formalised here.

## Weak proximity, and an angle that never decays

For small $t_0$ the profile reduces to $\theta(x)\approx t_0e^{-x/\xi}$, the decaying solution of the linearised equation $D\theta''=2w\theta$. At larger angles the decay length stays the same, but the tail amplitude differs from the interface value: for $t_0=\pi/3\approx1.047$ it is $4\tan(\pi/12)\approx1.072$. At $t_0=0$ the profile vanishes everywhere, and so does the amplitude.

In the converse, a vanishing slope at infinity is not enough without some condition on the angle. The constant $\theta=\pi$ with $q=0$ solves the Usadel equation, because $\sin\pi=0$, and its slope vanishes everywhere. The first-order equation would require $0=-(2/\xi)\sin(\pi/2)=-2/\xi$, which is false. This constant is a mathematical counter-example and not a physical state of the metal, since it has $\cos\theta=-1$ at positive Matsubara energy.
